# For a finite constant Hamiltonian matrix h, exp(-i t h) · exp(+i t h) is the identity

The file defines `step h t` as the matrix exponential exp(-i t h): the evolution operator, in units with ħ = 1, for a time-independent Hamiltonian `h` on a finite-dimensional space indexed by the finite type `n`. The theorem `step_mul_step_neg` states that `step h t * step h (-t) = 1` for every real `t`, so the evolutions for `t` and `-t` multiply to the identity. Here `h` is an arbitrary complex square matrix; it is not assumed Hermitian, and unitarity is not claimed. The namespace `SymmetricCycle` and the variable `N` point to a wider context and play no part in this statement. The attempt rewrites the second exponent as the negative of the first, merges the two exponentials with `Matrix.exp_add_of_commute`, cancels the sum to zero, and uses `NormedSpace.exp_zero`.

In Lean, a first try:

```lean
import Mathlib

open Matrix Complex
open scoped Matrix.Norms.Operator

namespace SymmetricCycle

noncomputable section

variable {n : Type*} [Fintype n] [DecidableEq n] {N : ℕ}

/-- Evolution `exp(-i t h)` under a constant Hamiltonian `h` for a time `t`. -/
def step (h : Matrix n n ℂ) (t : ℝ) : Matrix n n ℂ :=
  NormedSpace.exp (t • ((-I) • h))

/-- Evolution for `-t` undoes evolution for `t` under the same Hamiltonian. -/
theorem step_mul_step_neg (h : Matrix n n ℂ) (t : ℝ) : step h t * step h (-t) = 1 := by
  unfold step
  rw [neg_smul t, ← Matrix.exp_add_of_commute _ _ (Commute.refl _).neg_right, add_neg_cancel,
    NormedSpace.exp_zero]

end

end SymmetricCycle
```

Messages:

```
Main.lean:19:50: error(lean.synthInstanceFailed): failed to synthesize instance of type class
  HasDistribNeg (Matrix ?m.25 ?m.25 ?m.26)

Hint: Type class instance resolution failures can be inspected with the `set_option trace.Meta.synthInstance true` command.
Main.lean:17:85: error: unsolved goals
n : Type u_1
inst✝¹ : Fintype n
inst✝ : DecidableEq n
h : Matrix n n ℂ
t : ℝ
⊢ NormedSpace.exp (t • -I • h) * NormedSpace.exp (-(t • -I • h)) = 1
```

The change, after which it compiles:

```diff
@@ -17,5 +17,7 @@
 theorem step_mul_step_neg (h : Matrix n n ℂ) (t : ℝ) : step h t * step h (-t) = 1 := by
   unfold step
-  rw [neg_smul t, ← Matrix.exp_add_of_commute _ _ (Commute.refl _).neg_right, add_neg_cancel,
+  have hc : Commute (t • ((-I) • h)) (-(t • ((-I) • h))) :=
+    (Commute.refl (t • ((-I) • h))).neg_right
+  rw [neg_smul t, ← Matrix.exp_add_of_commute _ _ hc, add_neg_cancel,
     NormedSpace.exp_zero]
 
```

Diagnosis. The first message points at `(Commute.refl _).neg_right`, the proof that the exponent commutes with its negative. The term of a rewrite rule is elaborated before it is matched against the goal. Both matrix arguments of `Matrix.exp_add_of_commute` and the argument of `Commute.refl` are left as `_`, so Lean knows only that the type has the form `Matrix ?m.25 ?m.25 ?m.26`. `Commute.neg_right` needs a `HasDistribNeg` instance, and the search for it fails with the index type and entry type still undetermined.

The second message is a consequence. The displayed goal has `-(t • -I • h)` in the second exponential, so `neg_smul t` succeeded; the chain broke at the next rule and the goal stayed open.

The diff states the commutation separately as `hc`, with the matrix `t • ((-I) • h)` written out. The type is now `Matrix n n ℂ`, for which the instance is found. Passing `hc` also fixes the two `_` arguments, so the backward rewrite matches the product in the goal. `add_neg_cancel` and `NormedSpace.exp_zero` are unchanged and finish the proof.
